# Heat capacity of a harmonic mode from its Boltzmann sum, with the high- and low-temperature limits

A crystal is cooled, and its vibrations stop taking up heat one after another, the stiff ones first. In the harmonic approximation each vibration is an independent oscillator of fixed frequency $w>0$, with levels $w(n+\tfrac12)$ in units $\hbar=k_B=1$. Its heat capacity should be $x^2e^x/(e^x-1)^2$ with $x=w/T$, tending to 1 when hot and behaving like $x^2e^{-x}$ when cold. I would like to see this derived rigorously from the sum over levels, with the entropy and heat capacity as actual temperature derivatives, and the whole argument machine-checked in Lean. How does that go?

## From a geometric series to the heat capacity

Take $w,T>0$ and $x=w/T$. The Boltzmann factors form a geometric sequence with ratio $e^{-x}<1$, so

$$Z=\sum_{n\ge0}e^{-x(n+1/2)}=\frac{e^{-x/2}}{1-e^{-x}}=\frac{1}{2\sinh(x/2)}.$$

Since $Tx=w$, the free energy $F=-T\log Z$ is

$$F=\frac w2+T\log(1-e^{-x})=T\log\!\Big(2\sinh\frac{w}{2T}\Big).$$

For the entropy $S=-dF/dT$, use $dx/dT=-w/T^2=-x/T$ and $e^{-x}/(1-e^{-x})=1/(e^x-1)$:

$$\frac{d}{dT}\log(1-e^{-x})=-\frac{x/T}{e^x-1},\qquad S=\frac{x}{e^x-1}-\log(1-e^{-x}).$$

In $F+TS$ the logarithms cancel, which leaves

$$F+TS=\frac w2+\frac{w}{e^x-1}.$$

Differentiating $S$ with respect to $x$ gives

$$\frac{dS}{dx}=\frac1{e^x-1}-\frac{xe^x}{(e^x-1)^2}-\frac1{e^x-1}=-\frac{xe^x}{(e^x-1)^2}.$$

Hence the heat capacity is

$$C=T\frac{dS}{dT}=-x\frac{dS}{dx}=\frac{x^2e^x}{(e^x-1)^2}.$$

As $T\to\infty$, $x\to0$ and $(e^x-1)/x\to1$, so

$$C=\frac{e^x}{\big((e^x-1)/x\big)^2}\to1.$$

As $T\to0^+$, $x\to\infty$ and

$$\frac{C}{x^2e^{-x}}=\frac{1}{(1-e^{-x})^2}\to1.$$

## What the Lean definitions and theorems say

`level w n` is the energy $w(n+\tfrac12)$, and `partitionFunction w T` is the infinite sum of Boltzmann factors. With these units, `w` stands for $\hbar\omega$, `T` for $k_BT$, and entropy and heat capacity are in units of $k_B$.

`freeEnergy` is defined from that sum, `entropy` is minus its derivative in `T`, and `heatCapacity` is `T` times the derivative of `entropy`. Both derivatives hold `w` fixed, so thermal expansion and anharmonic frequency shifts are absent. The closed forms are theorems for `0 < w` and `0 < T`; a zero-frequency mode, whose Boltzmann sum diverges, is excluded.

In `heatCapacity_high_temperature`, `atTop` means $T\to\infty$. In `heatCapacity_low_temperature`, `𝓝[>] 0` means $T\to0^+$, and `IsEquivalent` says that the ratio of the two sides tends to 1, which is more than both sides vanishing.

The internal energy here is the thermodynamic combination $F+TS$; its equality with the Boltzmann average of the levels is standard, but the file does not prove it. The heat capacity is the one in Einstein's model of a solid, for a single mode. Harmonic phonon calculations add such contributions over independent modes of positive frequency.

```lean
import Mathlib

open Filter Topology Asymptotics

namespace HarmonicThermodynamics

noncomputable section

/-- Energy of the `n`-th level of a harmonic mode of frequency `w`, in units with `ħ = 1`. -/
def level (w : ℝ) (n : ℕ) : ℝ := w * (n + 1 / 2)

/-- Canonical partition function of the mode at temperature `T > 0`, with `k_B = 1`. -/
def partitionFunction (w T : ℝ) : ℝ := ∑' n : ℕ, Real.exp (-level w n / T)

/-- Helmholtz free energy `F = -T log Z`, for `T > 0`. -/
def freeEnergy (w T : ℝ) : ℝ := -T * Real.log (partitionFunction w T)

/-- Entropy `S = -dF/dT`, for `T > 0`. -/
def entropy (w T : ℝ) : ℝ := -deriv (freeEnergy w) T

/-- Heat capacity `C = T dS/dT`, for `T > 0`. -/
def heatCapacity (w T : ℝ) : ℝ := T * deriv (entropy w) T

/-- For `x > 0` both `1 - exp (-x)` and `exp x - 1` are positive, and the ratio
`exp (-x) / (1 - exp (-x))` is the Bose-Einstein occupation. -/
theorem bose_occupation {x : ℝ} (hx : 0 < x) :
    0 < 1 - Real.exp (-x) ∧ 0 < Real.exp x - 1 ∧
      Real.exp (-x) / (1 - Real.exp (-x)) = 1 / (Real.exp x - 1) := by
  have hq : 0 < 1 - Real.exp (-x) := sub_pos.2 (Real.exp_lt_one_iff.2 (neg_lt_zero.2 hx))
  have hE : 0 < Real.exp x - 1 := sub_pos.2 (Real.one_lt_exp_iff.2 hx)
  have h : Real.exp (-x) * Real.exp x = 1 := by
    rw [← Real.exp_add, neg_add_cancel, Real.exp_zero]
  refine ⟨hq, hE, ?_⟩
  rw [div_eq_div_iff hq.ne' hE.ne']
  linear_combination h

/-- For `w, T > 0` the partition function is the zero-point factor times a geometric series. -/
theorem partitionFunction_eq {w T : ℝ} (hw : 0 < w) (hT : 0 < T) :
    partitionFunction w T = Real.exp (-(w / T) / 2) * (1 - Real.exp (-(w / T)))⁻¹ := by
  have h : ∀ n : ℕ, Real.exp (-level w n / T)
      = Real.exp (-(w / T) / 2) * Real.exp (-(w / T)) ^ n := by
    intro n
    rw [← Real.exp_nat_mul, ← Real.exp_add]
    congr 1
    unfold level
    ring
  unfold partitionFunction
  simp only [h]
  rw [tsum_mul_left, tsum_geometric_of_lt_one (Real.exp_pos _).le
    (sub_pos.1 (bose_occupation (div_pos hw hT)).1)]

/-- For `w, T > 0` the free energy is the zero-point energy plus a thermal part, and equals
`T log (2 sinh (w / 2T))`. -/
theorem freeEnergy_eq {w T : ℝ} (hw : 0 < w) (hT : 0 < T) :
    freeEnergy w T = w / 2 + T * Real.log (1 - Real.exp (-(w / T))) ∧
      freeEnergy w T = T * Real.log (2 * Real.sinh (w / (2 * T))) := by
  have hq := (bose_occupation (div_pos hw hT)).1.ne'
  have h : T * (w / T) = w := by field_simp
  have h1 : freeEnergy w T = w / 2 + T * Real.log (1 - Real.exp (-(w / T))) := by
    unfold freeEnergy
    rw [partitionFunction_eq hw hT, Real.log_mul (Real.exp_ne_zero _) (inv_ne_zero hq),
      Real.log_exp, Real.log_inv]
    linear_combination h / 2
  -- factor the growing exponential out of the hyperbolic sine
  have hs : 2 * Real.sinh (w / (2 * T))
      = Real.exp (w / T / 2) * (1 - Real.exp (-(w / T))) := by
    rw [Real.sinh_eq, mul_sub, mul_one, ← Real.exp_add,
      show w / T / 2 + -(w / T) = -(w / (2 * T)) by ring,
      show w / T / 2 = w / (2 * T) by ring]
    ring
  refine ⟨h1, ?_⟩
  rw [h1, hs, Real.log_mul (Real.exp_ne_zero _) hq, Real.log_exp]
  linear_combination -h / 2

/-- Temperature derivatives of `w/T` and of `log (1 - exp (-w/T))`, for `w, T > 0`. -/
theorem hasDerivAt_thermal {w T : ℝ} (hw : 0 < w) (hT : 0 < T) :
    HasDerivAt (fun t => w / t) (-(w / T ^ 2)) T ∧
      HasDerivAt (fun t => Real.log (1 - Real.exp (-(w / t))))
        (-(w / T ^ 2 / (Real.exp (w / T) - 1))) T := by
  have hx : HasDerivAt (fun t => w / t) (-(w / T ^ 2)) T :=
    ((hasDerivAt_const T w).fun_div (hasDerivAt_id' T) hT.ne').congr_deriv (by ring)
  obtain ⟨hq, -, key⟩ := bose_occupation (div_pos hw hT)
  refine ⟨hx, ((hx.fun_neg.exp.const_sub 1).log hq.ne').congr_deriv ?_⟩
  linear_combination (-(w / T ^ 2)) * key

/-- Entropy of the mode in closed form, for `w, T > 0`. -/
theorem entropy_eq {w T : ℝ} (hw : 0 < w) (hT : 0 < T) :
    entropy w T = w / T / (Real.exp (w / T) - 1) - Real.log (1 - Real.exp (-(w / T))) := by
  have hd := ((hasDerivAt_id' T).fun_mul (hasDerivAt_thermal hw hT).2).const_add (w / 2)
  -- the closed form of the free energy holds on a neighbourhood of `T`
  have he : freeEnergy w =ᶠ[𝓝 T]
      fun t => w / 2 + t * Real.log (1 - Real.exp (-(w / t))) := by
    filter_upwards [lt_mem_nhds hT] with t ht using (freeEnergy_eq hw ht).1
  have h2 : T * (w / T ^ 2) = w / T := by field_simp
  unfold entropy
  rw [(hd.congr_of_eventuallyEq he).deriv]
  linear_combination h2 / (Real.exp (w / T) - 1)

/-- For `w, T > 0` the internal energy `F + TS` is the zero-point energy plus `w` times the
Bose-Einstein occupation. -/
theorem internal_energy {w T : ℝ} (hw : 0 < w) (hT : 0 < T) :
    freeEnergy w T + T * entropy w T = w / 2 + w / (Real.exp (w / T) - 1) := by
  have h : T * (w / T) = w := by field_simp
  rw [(freeEnergy_eq hw hT).1, entropy_eq hw hT]
  linear_combination h / (Real.exp (w / T) - 1)

/-- Einstein's heat capacity of a harmonic mode, for `w, T > 0`. -/
theorem heatCapacity_eq {w T : ℝ} (hw : 0 < w) (hT : 0 < T) :
    heatCapacity w T
      = (w / T) ^ 2 * Real.exp (w / T) / (Real.exp (w / T) - 1) ^ 2 := by
  obtain ⟨hx, hl⟩ := hasDerivAt_thermal hw hT
  have hE := (bose_occupation (div_pos hw hT)).2.1.ne'
  have hd := (hx.fun_div (hx.exp.sub_const 1) hE).fun_sub hl
  have he : entropy w =ᶠ[𝓝 T] fun t =>
      w / t / (Real.exp (w / t) - 1) - Real.log (1 - Real.exp (-(w / t))) := by
    filter_upwards [lt_mem_nhds hT] with t ht using entropy_eq hw ht
  unfold heatCapacity
  rw [(hd.congr_of_eventuallyEq he).deriv]
  generalize Real.exp (w / T) = E at hE ⊢
  field_simp
  ring

/-- At high temperature the heat capacity of a mode with `w > 0` tends to the classical
value 1. -/
theorem heatCapacity_high_temperature {w : ℝ} (hw : 0 < w) :
    Tendsto (heatCapacity w) atTop (𝓝 1) := by
  -- the slope of the exponential at the origin is 1
  have hslope : Tendsto (fun y : ℝ => y⁻¹ * (Real.exp y - 1)) (𝓝[≠] 0) (𝓝 1) := by
    simpa using (Real.hasDerivAt_exp 0).tendsto_slope_zero
  have hx0 : Tendsto (fun T : ℝ => w / T) atTop (𝓝 0) :=
    tendsto_const_nhds.div_atTop tendsto_id
  have hx : Tendsto (fun T : ℝ => w / T) atTop (𝓝[≠] 0) := by
    refine tendsto_nhdsWithin_iff.2 ⟨hx0, ?_⟩
    filter_upwards [eventually_gt_atTop 0] with T hT using (div_pos hw hT).ne'
  have hE := (Real.continuous_exp.tendsto 0).comp hx0
  rw [Real.exp_zero] at hE
  have hlim : Tendsto (fun T : ℝ => Real.exp (w / T) /
      ((w / T)⁻¹ * (Real.exp (w / T) - 1)) ^ 2) atTop (𝓝 (1 / 1 ^ 2)) :=
    hE.div ((hslope.comp hx).pow 2) (by norm_num)
  rw [show (1 : ℝ) / 1 ^ 2 = 1 by norm_num] at hlim
  refine hlim.congr' ?_
  filter_upwards [eventually_gt_atTop 0] with T hT
  rw [heatCapacity_eq hw hT, mul_pow, inv_pow, div_mul_eq_div_div, div_inv_eq_mul,
    mul_comm (Real.exp (w / T))]

/-- As `T → 0+` the heat capacity of a mode with `w > 0` is asymptotically equivalent to
`(w/T)² exp (-w/T)`. -/
theorem heatCapacity_low_temperature {w : ℝ} (hw : 0 < w) :
    IsEquivalent (𝓝[>] 0) (heatCapacity w)
      (fun T => (w / T) ^ 2 * Real.exp (-(w / T))) := by
  have hx : Tendsto (fun T : ℝ => w / T) (𝓝[>] 0) atTop := by
    simpa only [div_eq_mul_inv] using tendsto_inv_nhdsGT_zero.const_mul_atTop hw
  have hq : Tendsto (fun T : ℝ => Real.exp (-(w / T))) (𝓝[>] 0) (𝓝 0) :=
    Real.tendsto_exp_atBot.comp (tendsto_neg_atTop_atBot.comp hx)
  have hlim : Tendsto (fun T : ℝ => 1 / (1 - Real.exp (-(w / T))) ^ 2) (𝓝[>] 0)
      (𝓝 (1 / (1 - 0) ^ 2)) :=
    tendsto_const_nhds.div ((tendsto_const_nhds.sub hq).pow 2) (by norm_num)
  rw [show (1 : ℝ) / (1 - 0) ^ 2 = 1 by norm_num] at hlim
  have hne : ∀ᶠ T in 𝓝[>] (0 : ℝ), (w / T) ^ 2 * Real.exp (-(w / T)) ≠ 0 := by
    filter_upwards [self_mem_nhdsWithin] with T hT
    exact mul_ne_zero (pow_ne_zero 2 (div_pos hw hT).ne') (Real.exp_ne_zero _)
  -- the ratio of the two sides is `1 / (1 - exp (-w/T))²`
  refine (isEquivalent_iff_tendsto_one hne).2 (hlim.congr' ?_)
  filter_upwards [self_mem_nhdsWithin] with T hT
  have hxT : 0 < w / T := div_pos hw hT
  have hE := (bose_occupation hxT).2.1.ne'
  have hE0 := Real.exp_ne_zero (w / T)
  have hx0 := hxT.ne'
  simp only [Pi.div_apply]
  rw [heatCapacity_eq hw hT, Real.exp_neg]
  generalize Real.exp (w / T) = E at hE hE0 ⊢
  generalize w / T = x at hx0 ⊢
  have h1 : 1 - E⁻¹ = (E - 1) / E := by field_simp
  rw [h1]
  field_simp

end

end HarmonicThermodynamics
```

```lean
#print axioms HarmonicThermodynamics.internal_energy
#print axioms HarmonicThermodynamics.heatCapacity_high_temperature
#print axioms HarmonicThermodynamics.heatCapacity_low_temperature
```

```
'HarmonicThermodynamics.internal_energy' depends on axioms: [propext, Classical.choice, Quot.sound]
'HarmonicThermodynamics.heatCapacity_high_temperature' depends on axioms: [propext, Classical.choice, Quot.sound]
'HarmonicThermodynamics.heatCapacity_low_temperature' depends on axioms: [propext, Classical.choice, Quot.sound]
```

## How the lemmas follow the calculation

`bose_occupation` supplies the positivity of both denominators and the identity that turns $e^{-x}/(1-e^{-x})$ into $1/(e^x-1)$. `partitionFunction_eq` factors out $e^{-x/2}$ and sums the geometric series. `freeEnergy_eq` takes the logarithm, then rewrites $2\sinh(x/2)$ as $e^{x/2}(1-e^{-x})$ for the second form.

`hasDerivAt_thermal` contains the two chain-rule derivatives. A derivative at `T` needs the closed form nearby as well as at the point itself, so `entropy_eq` and `heatCapacity_eq` first show that it holds on a neighbourhood of `T`, where temperatures remain positive. They then differentiate the closed form and simplify. `internal_energy` is the cancellation of logarithms.

For the hot limit, the slope of the exponential at 0 gives $(e^x-1)/x\to1$. That slope is a limit through non-zero arguments, so the proof also records that $w/T\ne0$. For the cold limit, `isEquivalent_iff_tendsto_one` reduces the claim to the ratio $1/(1-e^{-x})^2$, once $x^2e^{-x}$ is known to be non-zero.
